# The Cauchy–Vandermonde determinant, sign included, for positions away from the poles

Suppose $N$ data points are fitted by a sum of simple poles at fixed places plus a polynomial background, with $N$ unknown coefficients in all. Elimination in floating point returns a determinant of $10^{-18}$. From that number alone one can't tell whether the exact determinant is zero. A closed form for the determinant settles the question.

Take positions $x_0,\dots,x_{N-1}$ and poles $y_0,\dots,y_{M-1}$ in a field $F$, for instance the real or complex numbers, with $N=M+K$ and every $x_i\neq y_j$. Let $D$ be the determinant of the matrix whose row $i$ contains $1/(x_i-y_j)$ for $0\le j<M$, followed by $x_i^k$ for $0\le k<K$. Then

$$D=\frac{\prod_{i<j}(x_j-x_i)\,\prod_{i<j}(y_i-y_j)}{\prod_{i,j}(x_i-y_j)} .$$

The two numerator products take their differences in opposite orders, which fixes the sign. For $K=0$ this is Cauchy's determinant, for $M=0$ Vandermonde's.

```lean
import Mathlib

open Matrix Polynomial

namespace CauchyVandermonde

noncomputable section

variable {F : Type*} [Field F] {M K : ℕ}
```

## As many orbitals as positions

Rows are particle positions and columns are orbitals, so $D$ is an unnormalised Slater determinant for $N$ non-interacting fermions, all in the same spin state, in this particular set of orbitals. If a common weight $w(x)$ makes the orbitals square-integrable and linearly independent, with overlap matrix $S$, the normalised amplitude is $D\prod_i w(x_i)/\sqrt{N!\det S}$.

In `slaterMatrix`, the type `Fin (M + K)` for both rows and columns makes the matrix square, and `Fin.append` puts the poles before the monomials.

```lean
/-- The Slater matrix of `M + K` particles at positions `x i`: the first `M` orbitals are the
simple poles `1 / (x - y j)`, the remaining `K` orbitals are the monomials `x ^ k`. -/
def slaterMatrix (x : Fin (M + K) → F) (y : Fin M → F) :
    Matrix (Fin (M + K)) (Fin (M + K)) F :=
  Matrix.of fun i => Fin.append (fun j => 1 / (x i - y j)) (fun k : Fin K => x i ^ (k : ℕ))
```

Let $Q(x)=\prod_l(x-y_l)$ and $q_j(x)=\prod_{l\ne j}(x-y_l)$. Multiplying row $i$ by $Q(x_i)$ turns the orbitals into the polynomials $q_j$, of degree $M-1$, and $x^kQ$, of degree $M+k$. All these degrees are below $N$. The next definitions name these polynomials and the matrix of their coefficients.

```lean
/-- The monic polynomial whose roots, counted with multiplicity, are the poles `y l` with `l` in
`s`. -/
def rootPoly (y : Fin M → F) (s : Finset (Fin M)) : F[X] := ∏ l ∈ s, (X - C (y l))

/-- The orbitals after multiplication by the common denominator `∏ (x - y l)`. -/
def clearedOrbital (K : ℕ) (y : Fin M → F) : Fin (M + K) → F[X] :=
  Fin.append (fun j => rootPoly y (Finset.univ.erase j))
    (fun k : Fin K => X ^ (k : ℕ) * rootPoly y Finset.univ)

/-- The matrix whose column `j` lists the first `n` coefficients of `p j`, constant term first. -/
def coeffMatrix {n : ℕ} (p : Fin n → F[X]) : Matrix (Fin n) (Fin n) F :=
  Matrix.of fun i j => (p j).coeff i
```

The degrees follow because every factor is monic.

```lean
lemma rootPoly_monic (y : Fin M → F) (s : Finset (Fin M)) : (rootPoly y s).Monic :=
  monic_prod_of_monic _ _ fun l _ => monic_X_sub_C (y l)

lemma rootPoly_natDegree (y : Fin M → F) (s : Finset (Fin M)) :
    (rootPoly y s).natDegree = s.card := by
  rw [rootPoly, natDegree_prod_of_monic _ _ fun l _ => monic_X_sub_C (y l)]
  simp

lemma erase_natDegree_lt (y : Fin M → F) (j : Fin M) :
    (rootPoly y (Finset.univ.erase j)).natDegree < M := by
  have h := Finset.card_erase_lt_of_mem (Finset.mem_univ j)
  rw [Finset.card_fin] at h
  rw [rootPoly_natDegree]
  exact h

lemma background_natDegree (y : Fin M → F) (k : ℕ) :
    (X ^ k * rootPoly y Finset.univ).natDegree = k + M := by
  rw [(monic_X_pow k).natDegree_mul (rootPoly_monic y _), natDegree_X_pow,
    rootPoly_natDegree, Finset.card_fin]
```

For $n$ polynomials $p_j$ of degree below $n$,

$$p_j(x_i)=\sum_{k<n}x_i^k\,(p_j)_k ,$$

where $(p_j)_k$ is the coefficient of $x^k$. The matrix of values is therefore the Vandermonde matrix of the positions times the coefficient matrix, and the determinants multiply. In the proof, `eval_eq_sum_range'` uses the degree bound `hp` to stop the sum at $n$.

Without the bound the factorisation fails already for $n=1$, $p_0(x)=x$ and $x_0\neq0$: the value is $x_0$, but the only coefficient kept is that of $x^0$, which is zero.

```lean
/-- For `n` particles in polynomial orbitals of degree below `n`, the Slater determinant is the
Vandermonde determinant of the positions times the determinant of the coefficients. -/
theorem det_polynomial_orbitals {n : ℕ} (x : Fin n → F) (p : Fin n → F[X])
    (hp : ∀ j, (p j).natDegree < n) :
    (Matrix.of fun i j => (p j).eval (x i) : Matrix (Fin n) (Fin n) F).det
      = (Matrix.vandermonde x).det * (coeffMatrix p).det := by
  rw [← Matrix.det_mul]
  congr 1
  ext i j
  simp only [Matrix.of_apply, Matrix.mul_apply, Matrix.vandermonde_apply, coeffMatrix]
  rw [eval_eq_sum_range' (hp j), Finset.sum_range]
  exact Finset.sum_congr rfl fun k _ => mul_comm _ _
```

## Poles may coincide in the determinant formula

Two equal poles mean the same orbital twice, so the determinant should vanish. The formula covers this case, and distinct poles enter only as one branch of the derivation.

Let $B$ be the $M\times M$ coefficient matrix of the $q_j$. If the poles are distinct, evaluate at the poles themselves. Since $q_j(y_i)=0$ for $i\ne j$, the matrix of values is diagonal, and the factorisation gives

$$\prod_{i<j}(y_j-y_i)\,\det B=\prod_j\prod_{l\neq j}(y_j-y_l)=\prod_{i<j}(y_j-y_i)\prod_{i<j}(y_i-y_j).$$

Cancelling the nonzero first factor leaves $\det B=\prod_{i<j}(y_i-y_j)$. If $y_a=y_b$ with $a\ne b$, then $q_a=q_b$, two columns agree, and both sides are zero.

The first lemma below says when the product of differences vanishes; the second splits the product over ordered pairs. `det_pole_coeff` then follows the two branches, with `mul_left_cancel₀` doing the cancellation.

```lean
/-- The product of all pairwise differences is nonzero exactly when the points are distinct. -/
lemma prod_sub_ne_zero_iff (y : Fin M → F) :
    (∏ i, ∏ j ∈ Finset.Ioi i, (y i - y j)) ≠ 0 ↔ Function.Injective y := by
  constructor
  · intro h a b hab
    by_contra hne
    rcases lt_or_gt_of_ne hne with hl | hl
    · exact h (Finset.prod_eq_zero (Finset.mem_univ a)
        (Finset.prod_eq_zero (Finset.mem_Ioi.2 hl) (sub_eq_zero.2 hab)))
    · exact h (Finset.prod_eq_zero (Finset.mem_univ b)
        (Finset.prod_eq_zero (Finset.mem_Ioi.2 hl) (sub_eq_zero.2 hab.symm)))
  · intro h
    exact Finset.prod_ne_zero_iff.2 fun i _ => Finset.prod_ne_zero_iff.2 fun j hj =>
      sub_ne_zero.2 fun e => (Finset.mem_Ioi.1 hj).ne (h e)

lemma prod_erase_eq (f : Fin M → Fin M → F) :
    ∏ j, ∏ l ∈ Finset.univ.erase j, f j l
      = (∏ i, ∏ j ∈ Finset.Ioi i, f j i) * ∏ i, ∏ j ∈ Finset.Ioi i, f i j := by
  have h : ∀ j, ∏ l ∈ Finset.univ.erase j, f j l
      = (∏ l ∈ Finset.Iio j, f j l) * ∏ l ∈ Finset.Ioi j, f j l := by
    intro j
    rw [← Finset.prod_union (Finset.disjoint_left.2 fun a ha hb =>
      lt_asymm (Finset.mem_Iio.1 ha) (Finset.mem_Ioi.1 hb))]
    refine Finset.prod_congr ?_ fun _ _ => rfl
    ext l
    simp only [Finset.mem_erase, Finset.mem_univ, and_true, Finset.mem_union,
      Finset.mem_Iio, Finset.mem_Ioi]
    exact ne_iff_lt_or_gt
  rw [Finset.prod_congr rfl fun j _ => h j, Finset.prod_mul_distrib]
  congr 1
  exact Finset.prod_comm' (by simp)

/-- The coefficient determinant of the `M` cleared pole orbitals `∏_{l ≠ j} (x - y l)` is the
product of the pairwise differences of the poles. -/
theorem det_pole_coeff (y : Fin M → F) :
    (coeffMatrix fun j => rootPoly y (Finset.univ.erase j)).det
      = ∏ i, ∏ j ∈ Finset.Ioi i, (y i - y j) := by
  by_cases hy : Function.Injective y
  · -- at the poles themselves the orbital matrix is diagonal
    apply mul_left_cancel₀ (Matrix.det_vandermonde_ne_zero_iff.2 hy)
    rw [← det_polynomial_orbitals y _ (erase_natDegree_lt y)]
    have hd : (Matrix.of fun i j => (rootPoly y (Finset.univ.erase j)).eval (y i) :
        Matrix (Fin M) (Fin M) F)
        = Matrix.diagonal fun j => ∏ l ∈ Finset.univ.erase j, (y j - y l) := by
      ext i j
      by_cases h : i = j
      · subst h
        simp [rootPoly, eval_prod]
      · rw [Matrix.diagonal_apply_ne _ h, Matrix.of_apply, rootPoly, eval_prod]
        exact Finset.prod_eq_zero (Finset.mem_erase.2 ⟨h, Finset.mem_univ i⟩) (by simp)
    rw [hd, Matrix.det_diagonal, Matrix.det_vandermonde]
    exact prod_erase_eq fun j l => y j - y l
  · -- two equal poles give two equal columns
    rw [not_not.1 (mt (prod_sub_ne_zero_iff y).1 hy)]
    obtain ⟨a, b, hab, hne⟩ := Function.not_injective_iff.1 hy
    have hp : rootPoly y (Finset.univ.erase a) = rootPoly y (Finset.univ.erase b) := by
      apply mul_left_cancel₀ (X_sub_C_ne_zero (y a))
      have ha : (X - C (y a)) * rootPoly y (Finset.univ.erase a) = rootPoly y Finset.univ :=
        Finset.mul_prod_erase Finset.univ (fun l => X - C (y l)) (Finset.mem_univ a)
      have hb : (X - C (y b)) * rootPoly y (Finset.univ.erase b) = rootPoly y Finset.univ :=
        Finset.mul_prod_erase Finset.univ (fun l => X - C (y l)) (Finset.mem_univ b)
      rw [ha, hab, hb]
    exact Matrix.det_zero_of_column_eq hne fun k => congrArg (fun p => p.coeff (k : ℕ)) hp
```

The background polynomials $x^kQ$ add $K$ columns. Ordering the rows by power, the full coefficient matrix is

$$\begin{pmatrix} B & * \\ 0 & U\end{pmatrix},\qquad U_{ik}=\text{coefficient of }x^{M+i}\text{ in }x^kQ .$$

The zero block reflects $\deg q_j<M$. As $x^kQ$ is monic of degree $M+k$, $U$ is upper triangular with ones on the diagonal, so the determinant is still $\det B$. The proof reindexes by `finSumFinEquiv` to expose the blocks.

```lean
/-- The coefficient determinant of all `M + K` cleared orbitals is the product of the pairwise
differences of the poles. -/
theorem det_cleared_coeff (K : ℕ) (y : Fin M → F) :
    (coeffMatrix (clearedOrbital K y)).det = ∏ i, ∏ j ∈ Finset.Ioi i, (y i - y j) := by
  have hb : (coeffMatrix (clearedOrbital K y)).submatrix finSumFinEquiv finSumFinEquiv
      = Matrix.fromBlocks (coeffMatrix fun j => rootPoly y (Finset.univ.erase j))
        (Matrix.of fun i (k : Fin K) => (X ^ (k : ℕ) * rootPoly y Finset.univ).coeff (i : ℕ)) 0
        (Matrix.of fun i k : Fin K =>
          (X ^ (k : ℕ) * rootPoly y Finset.univ).coeff (M + (i : ℕ))) := by
    ext i j
    rcases i with i | i <;> rcases j with j | j
    · simp [coeffMatrix, clearedOrbital]
    · simp [coeffMatrix, clearedOrbital]
    · have h0 : (rootPoly y (Finset.univ.erase j)).coeff (M + (i : ℕ)) = 0 :=
        coeff_eq_zero_of_natDegree_lt
          (lt_of_lt_of_le (erase_natDegree_lt y j) (Nat.le_add_right _ _))
      simp [coeffMatrix, clearedOrbital, h0]
    · simp [coeffMatrix, clearedOrbital]
  -- the monomial block is triangular with unit diagonal
  have hU : (Matrix.of fun i k : Fin K =>
      (X ^ (k : ℕ) * rootPoly y Finset.univ).coeff (M + (i : ℕ))).det = 1 := by
    rw [Matrix.det_of_isUpperTriangular]
    · refine Finset.prod_eq_one fun k _ => ?_
      have h1 := (rootPoly_monic y Finset.univ).coeff_natDegree
      rw [rootPoly_natDegree, Finset.card_fin] at h1
      rw [Matrix.of_apply, coeff_X_pow_mul, h1]
    · intro i k hik
      have hlt : (k : ℕ) < (i : ℕ) := hik
      rw [Matrix.of_apply]
      apply coeff_eq_zero_of_natDegree_lt
      rw [background_natDegree]
      omega
  rw [← Matrix.det_submatrix_equiv_self finSumFinEquiv, hb, Matrix.det_fromBlocks_zero₂₁,
    det_pole_coeff, hU, mul_one]

lemma cleared_natDegree_lt (y : Fin M → F) (c : Fin (M + K)) :
    (clearedOrbital K y c).natDegree < M + K := by
  induction c using Fin.addCases with
  | left j =>
    have h := erase_natDegree_lt y j
    simp only [clearedOrbital, Fin.append_left]
    omega
  | right k =>
    have h := k.isLt
    simp only [clearedOrbital, Fin.append_right, background_natDegree]
    omega
```

## No position lies on a pole

The hypothesis `h : ∀ i j, x i ≠ y j` says that every pole orbital is finite at every particle position. The derivation uses it twice: in $Q(x_i)/(x_i-y_j)=q_j(x_i)$, and in the final division of

$$\Big(\prod_i Q(x_i)\Big)D=\prod_{i<j}(x_j-x_i)\prod_{i<j}(y_i-y_j).$$

In the proof these are the step `key`, which clears the denominators by a diagonal matrix, and `hne`, which permits the division.

Without the hypothesis a matrix entry is undefined in ordinary mathematics. Lean sets $1/0=0$, and the identity then fails for $M=K=1$, $x=(0,1)$, $y_0=0$: the matrix has rows $(0,1)$ and $(1,1)$ and determinant $-1$, while the right side is $1/0=0$.

```lean
/-- **Cauchy-Vandermonde determinant**: the Slater determinant of `M` simple-pole orbitals and `K`
monomial orbitals in closed form, including its sign, when no position lies on a pole. -/
theorem det_slaterMatrix (x : Fin (M + K) → F) (y : Fin M → F) (h : ∀ i j, x i ≠ y j) :
    (slaterMatrix x y).det
      = (∏ i, ∏ j ∈ Finset.Ioi i, (x j - x i)) * (∏ i, ∏ j ∈ Finset.Ioi i, (y i - y j))
        / ∏ i, ∏ j, (x i - y j) := by
  have hne : (∏ i, ∏ j, (x i - y j)) ≠ 0 := Finset.prod_ne_zero_iff.2 fun i _ =>
    Finset.prod_ne_zero_iff.2 fun j _ => sub_ne_zero.2 (h i j)
  -- clear the denominators row by row
  have key : Matrix.diagonal (fun i => ∏ j, (x i - y j)) * slaterMatrix x y
      = Matrix.of fun i c => (clearedOrbital K y c).eval (x i) := by
    ext i c
    rw [Matrix.diagonal_mul]
    induction c using Fin.addCases with
    | left j =>
      have e : (x i - y j) * ∏ l ∈ Finset.univ.erase j, (x i - y l) = ∏ l, (x i - y l) :=
        Finset.mul_prod_erase Finset.univ (fun l => x i - y l) (Finset.mem_univ j)
      simp only [slaterMatrix, clearedOrbital, Matrix.of_apply, Fin.append_left, rootPoly,
        eval_prod, eval_sub, eval_X, eval_C]
      rw [← e, mul_right_comm, mul_one_div_cancel (sub_ne_zero.2 (h i j)), one_mul]
    | right k =>
      simp only [slaterMatrix, clearedOrbital, Matrix.of_apply, Fin.append_right, rootPoly,
        eval_mul, eval_pow, eval_prod, eval_sub, eval_X, eval_C]
      exact mul_comm _ _
  have hd := congrArg Matrix.det key
  rw [Matrix.det_mul, Matrix.det_diagonal, det_polynomial_orbitals x _ (cleared_natDegree_lt y),
    det_cleared_coeff, Matrix.det_vandermonde] at hd
  rw [eq_div_iff hne]
  linear_combination hd
```

## Distinct positions and distinct poles give a unique fit

With the denominator finite and nonzero, $D\ne0$ exactly when no factor of the numerator vanishes. That means distinct positions, as the Pauli principle requires, and distinct poles. `Function.Injective` expresses each condition.

```lean
/-- If no position lies on a pole, the Slater determinant is nonzero exactly when all positions are
distinct and all poles are distinct. -/
theorem det_slaterMatrix_ne_zero_iff (x : Fin (M + K) → F) (y : Fin M → F)
    (h : ∀ i j, x i ≠ y j) :
    (slaterMatrix x y).det ≠ 0 ↔ Function.Injective x ∧ Function.Injective y := by
  have hne : (∏ i, ∏ j, (x i - y j)) ≠ 0 := Finset.prod_ne_zero_iff.2 fun i _ =>
    Finset.prod_ne_zero_iff.2 fun j _ => sub_ne_zero.2 (h i j)
  rw [det_slaterMatrix x y h, div_ne_zero_iff, mul_ne_zero_iff, ← Matrix.det_vandermonde x,
    Matrix.det_vandermonde_ne_zero_iff, prod_sub_ne_zero_iff]
  exact ⟨fun q => q.1, fun q => ⟨q, hne⟩⟩
```

For the fit, `hx` says that no point is sampled twice and `hy` that no pole is listed twice. The unknowns are the residues `c.1` and the background coefficients `c.2`, and the data are `d`. The equations read $Ac=d$ with $A$ the Slater matrix. Since $D\neq0$, $c=A^{-1}d$ is a solution, and applying $A^{-1}$ to any other solution returns the same vector. The proof does this with `Matrix.mul_nonsing_inv` for existence and `Matrix.nonsing_inv_mul` for uniqueness.

If $x_0=x_1$ but $d_0\ne d_1$, no fit exists. If $y_0=y_1$, only the sum of the two residues matters, so any solution can be changed by moving an amount from one to the other.

The result applies to fitting a response function when the pole positions are fixed in advance and there are exactly as many data points as coefficients. It gives no bound on how strongly noise in the data is amplified.

```lean
/-- With `M` prescribed distinct poles and a polynomial background of `K` terms, any data at `M + K`
distinct points away from the poles are fitted by exactly one choice of residues and coefficients.
-/
theorem existsUnique_pole_fit (x : Fin (M + K) → F) (y : Fin M → F) (h : ∀ i j, x i ≠ y j)
    (hx : Function.Injective x) (hy : Function.Injective y) (d : Fin (M + K) → F) :
    ∃! c : (Fin M → F) × (Fin K → F),
      ∀ i, ∑ j, c.1 j / (x i - y j) + ∑ k, c.2 k * x i ^ (k : ℕ) = d i := by
  have hu : IsUnit (slaterMatrix x y).det :=
    isUnit_iff_ne_zero.2 ((det_slaterMatrix_ne_zero_iff x y h).2 ⟨hx, hy⟩)
  have hA : ∀ (c : (Fin M → F) × (Fin K → F)) i, (slaterMatrix x y *ᵥ Fin.append c.1 c.2) i
      = ∑ j, c.1 j / (x i - y j) + ∑ k, c.2 k * x i ^ (k : ℕ) := by
    intro c i
    simp only [Matrix.mulVec, dotProduct, slaterMatrix, Matrix.of_apply, Fin.sum_univ_add,
      Fin.append_left, Fin.append_right]
    congr 1 <;> exact Finset.sum_congr rfl fun _ _ => by ring
  obtain ⟨v, hv⟩ : ∃ v, v = (slaterMatrix x y)⁻¹ *ᵥ d := ⟨_, rfl⟩
  have e : Fin.append (fun j => v (Fin.castAdd K j)) (fun k => v (Fin.natAdd M k)) = v := by
    funext c
    induction c using Fin.addCases with
    | left j => rw [Fin.append_left]
    | right k => rw [Fin.append_right]
  refine ⟨(fun j => v (Fin.castAdd K j), fun k => v (Fin.natAdd M k)), ?_, ?_⟩
  · intro i
    refine (hA _ i).symm.trans ?_
    change (slaterMatrix x y *ᵥ
      Fin.append (fun j => v (Fin.castAdd K j)) (fun k => v (Fin.natAdd M k))) i = d i
    rw [e, hv, Matrix.mulVec_mulVec, Matrix.mul_nonsing_inv _ hu, Matrix.one_mulVec]
  · intro c hc
    have h1 : slaterMatrix x y *ᵥ Fin.append c.1 c.2 = d :=
      funext fun i => (hA c i).trans (hc i)
    have h2 : Fin.append c.1 c.2 = v := by
      rw [hv, ← h1, Matrix.mulVec_mulVec, Matrix.nonsing_inv_mul _ hu, Matrix.one_mulVec]
    refine Prod.ext (funext fun j => ?_) (funext fun k => ?_)
    · change c.1 j = v (Fin.castAdd K j)
      rw [← h2, Fin.append_left]
    · change c.2 k = v (Fin.natAdd M k)
      rw [← h2, Fin.append_right]

end

end CauchyVandermonde
```

```lean
#print axioms CauchyVandermonde.det_slaterMatrix
-- 'CauchyVandermonde.det_slaterMatrix' depends on axioms: [propext, Classical.choice, Quot.sound]
#print axioms CauchyVandermonde.existsUnique_pole_fit
-- 'CauchyVandermonde.existsUnique_pole_fit' depends on axioms: [propext, Classical.choice, Quot.sound]
```
